# Site charges of an alternant Hückel cation from its zero-energy orbitals

Consider a Hückel calculation on an alternant cation in which all sites have the same on-site energy, taken as the zero of energy. If the zero-energy levels are empty and the negative levels are doubly filled, the site populations can be computed from the zero-energy orbitals alone. The population of site $i$ is $1-K_{ii}$, where $K$ is the orthogonal projector on the kernel of the Hamiltonian.

```lean
import Mathlib

open Matrix

namespace AlternantCationCharges

noncomputable section

variable {n : Type*} [Fintype n] [DecidableEq n] {H : Matrix n n ℝ} {s : n → ℝ}

/-- A Hamiltonian is alternant for the site signs `s` (each `1` or `-1`) if conjugation
with the diagonal sign matrix reverses it. -/
structure IsAlternant (H : Matrix n n ℝ) (s : n → ℝ) : Prop where
  signs : ∀ i, s i = 1 ∨ s i = -1
  reverses : diagonal s * H * diagonal s = -H

/-- The matrix of molecular orbital coefficients: column `k` is the `k`-th orthonormal
eigenvector of the Hamiltonian. -/
def orbitals (hH : H.IsHermitian) : Matrix n n ℝ := hH.eigenvectorUnitary

/-- The orthogonal projector on all orbitals whose energy lies in the set `I`. -/
def levelProjector (hH : H.IsHermitian) (I : Set ℝ) : Matrix n n ℝ :=
  orbitals hH * diagonal (fun k => I.indicator (fun _ => (1 : ℝ)) (hH.eigenvalues k)) *
    (orbitals hH)ᵀ

/-- The orbitals are complete, and each one solves the eigenvalue equation. -/
theorem orbitals_spec (hH : H.IsHermitian) :
    orbitals hH * (orbitals hH)ᵀ = 1 ∧
    ∀ k, H *ᵥ (fun i => orbitals hH i k) =
      hH.eigenvalues k • (fun i => orbitals hH i k) := by
  constructor
  · have h := Matrix.mem_unitaryGroup_iff.mp hH.eigenvectorUnitary.2
    rw [Matrix.star_eq_conjTranspose, Matrix.conjTranspose_eq_transpose_of_trivial] at h
    exact h
  · intro k
    exact hH.mulVec_eigenvectorBasis k

/-- The level projector fixes every eigenvector with energy in `I` and annihilates every
eigenvector with energy outside `I`. -/
theorem levelProjector_mulVec (hH : H.IsHermitian) (I : Set ℝ) {μ : ℝ} {v : n → ℝ}
    (hv : H *ᵥ v = μ • v) :
    levelProjector hH I *ᵥ v = I.indicator (fun _ => (1 : ℝ)) μ • v := by
  have hT : Hᵀ = H := by
    rw [← Matrix.conjTranspose_eq_transpose_of_trivial]
    exact hH
  -- v overlaps only with orbitals of its own energy
  have hw : ∀ k, hH.eigenvalues k * ((orbitals hH)ᵀ *ᵥ v) k
      = μ * ((orbitals hH)ᵀ *ᵥ v) k := by
    intro k
    change hH.eigenvalues k * ((fun i => orbitals hH i k) ⬝ᵥ v)
      = μ * ((fun i => orbitals hH i k) ⬝ᵥ v)
    rw [← smul_eq_mul, ← smul_dotProduct, ← (orbitals_spec hH).2 k,
      ← Matrix.vecMul_transpose, hT, ← Matrix.dotProduct_mulVec, hv, dotProduct_smul,
      smul_eq_mul]
  have hd : diagonal (fun k => I.indicator (fun _ => (1 : ℝ)) (hH.eigenvalues k)) *ᵥ
      ((orbitals hH)ᵀ *ᵥ v)
      = I.indicator (fun _ => (1 : ℝ)) μ • ((orbitals hH)ᵀ *ᵥ v) := by
    ext k
    rw [Matrix.mulVec_diagonal, Pi.smul_apply, smul_eq_mul]
    by_cases h0 : ((orbitals hH)ᵀ *ᵥ v) k = 0
    · rw [h0, mul_zero, mul_zero]
    · rw [mul_right_cancel₀ h0 (hw k)]
  rw [levelProjector, ← Matrix.mulVec_mulVec, ← Matrix.mulVec_mulVec, hd,
    Matrix.mulVec_smul, Matrix.mulVec_mulVec, (orbitals_spec hH).1, Matrix.one_mulVec]

/-- Two matrices that act alike on all eigenvectors of a symmetric Hamiltonian are equal. -/
theorem eq_of_eigenvectors (hH : H.IsHermitian) {A B : Matrix n n ℝ}
    (h : ∀ (μ : ℝ) (v : n → ℝ), H *ᵥ v = μ • v → A *ᵥ v = B *ᵥ v) : A = B := by
  have hC : A * orbitals hH = B * orbitals hH := by
    ext i k
    exact congrFun (h _ _ ((orbitals_spec hH).2 k)) i
  calc A = A * orbitals hH * (orbitals hH)ᵀ := by
        rw [mul_assoc, (orbitals_spec hH).1, mul_one]
    _ = B := by rw [hC, mul_assoc, (orbitals_spec hH).1, mul_one]

/-- The level projector is symmetric and idempotent. -/
theorem levelProjector_orthogonal (hH : H.IsHermitian) (I : Set ℝ) :
    (levelProjector hH I)ᵀ = levelProjector hH I ∧
    levelProjector hH I * levelProjector hH I = levelProjector hH I := by
  constructor
  · simp [levelProjector, Matrix.transpose_mul, Matrix.mul_assoc]
  · refine eq_of_eigenvectors hH fun μ v hv => ?_
    rw [← Matrix.mulVec_mulVec, levelProjector_mulVec hH I hv, Matrix.mulVec_smul,
      levelProjector_mulVec hH I hv]
    by_cases h : μ ∈ I <;> simp [h]

/-- Conjugation with the site signs turns the projector on the levels in `I` into the
projector on the levels whose negatives lie in `I`. -/
theorem levelProjector_mirror (hH : H.IsHermitian) (hA : IsAlternant H s) (I : Set ℝ) :
    diagonal s * levelProjector hH I * diagonal s = levelProjector hH {x | -x ∈ I} := by
  have hSS : diagonal s * diagonal s = 1 := by
    rw [Matrix.diagonal_mul_diagonal, ← Matrix.diagonal_one]
    congr 1
    funext i
    rcases hA.signs i with h | h <;> simp [h]
  have hHS : H * diagonal s = -(diagonal s * H) := by
    calc H * diagonal s = diagonal s * diagonal s * (H * diagonal s) := by
          rw [hSS, one_mul]
      _ = diagonal s * (diagonal s * H * diagonal s) := by simp only [mul_assoc]
      _ = -(diagonal s * H) := by rw [hA.reverses, mul_neg]
  refine eq_of_eigenvectors hH fun μ v hv => ?_
  -- flipping the signs on one sublattice reverses the orbital energy
  have hSv : H *ᵥ (diagonal s *ᵥ v) = (-μ) • (diagonal s *ᵥ v) := by
    rw [Matrix.mulVec_mulVec, hHS, Matrix.neg_mulVec, ← Matrix.mulVec_mulVec, hv,
      Matrix.mulVec_smul, neg_smul]
  rw [← Matrix.mulVec_mulVec, ← Matrix.mulVec_mulVec, levelProjector_mulVec hH I hSv,
    Matrix.mulVec_smul, Matrix.mulVec_mulVec, hSS, Matrix.one_mulVec,
    levelProjector_mulVec hH _ hv]
  by_cases h : -μ ∈ I <;> simp [Set.indicator, h]

/-- The projectors on the negative, zero and positive levels add up to the identity. -/
theorem levelProjector_resolution (hH : H.IsHermitian) :
    levelProjector hH (Set.Iio 0) + levelProjector hH {0} + levelProjector hH (Set.Ioi 0)
      = 1 := by
  refine eq_of_eigenvectors hH fun μ v hv => ?_
  rw [Matrix.add_mulVec, Matrix.add_mulVec, levelProjector_mulVec hH (Set.Iio 0) hv,
    levelProjector_mulVec hH {0} hv, levelProjector_mulVec hH (Set.Ioi 0) hv,
    Matrix.one_mulVec]
  rcases lt_trichotomy μ 0 with h | h | h
  · simp [Set.indicator, h, h.ne, not_lt_of_ge h.le]
  · simp [Set.indicator, h]
  · simp [Set.indicator, h, h.ne', not_lt_of_ge h.le]

/-- For an alternant Hamiltonian, twice the projector on the negative levels has diagonal entries `1
- K i i`, and entries `-K i j` between distinct sites of equal sign, where `K` projects on the
kernel of the Hamiltonian. -/
theorem cation_pairing (hH : H.IsHermitian) (hA : IsAlternant H s) :
    (∀ i, 2 * levelProjector hH (Set.Iio 0) i i = 1 - levelProjector hH {0} i i) ∧
    (∀ i j, i ≠ j → s i = s j →
      2 * levelProjector hH (Set.Iio 0) i j = -levelProjector hH {0} i j) := by
  have key : ∀ i j, s i = s j → 2 * levelProjector hH (Set.Iio 0) i j
      = (1 : Matrix n n ℝ) i j - levelProjector hH {0} i j := by
    intro i j hij
    have hset : {x : ℝ | -x ∈ Set.Iio (0 : ℝ)} = Set.Ioi 0 := by
      ext x
      simp
    -- for equal signs, bonding and antibonding levels contribute equally
    have hm := congrFun (congrFun (levelProjector_mirror hH hA (Set.Iio 0)) i) j
    rw [hset, Matrix.mul_diagonal, Matrix.diagonal_mul, hij] at hm
    have hr := congrFun (congrFun (levelProjector_resolution hH) i) j
    rw [Matrix.add_apply, Matrix.add_apply] at hr
    rcases hA.signs j with h | h <;> rw [h] at hm <;> linarith
  constructor
  · intro i
    rw [key i i rfl, Matrix.one_apply_eq]
  · intro i j hne hij
    rw [key i j hij, Matrix.one_apply_ne hne, zero_sub]

/-- The projector on the kernel has no entries between sites of opposite sign. -/
theorem kernel_opposite_sites (hH : H.IsHermitian) (hA : IsAlternant H s) {i j : n}
    (hij : s i ≠ s j) : levelProjector hH {0} i j = 0 := by
  have hset : {x : ℝ | -x ∈ ({0} : Set ℝ)} = {0} := by
    ext x
    simp
  have hm := congrFun (congrFun (levelProjector_mirror hH hA {0}) i) j
  rw [hset, Matrix.mul_diagonal, Matrix.diagonal_mul] at hm
  rcases hA.signs i with hi | hi <;> rcases hA.signs j with hj | hj
  · exact absurd (hi.trans hj.symm) hij
  · rw [hi, hj] at hm
    linarith
  · rw [hi, hj] at hm
    linarith
  · exact absurd (hi.trans hj.symm) hij

/-- The Hueckel matrix of the trimethylenemethane skeleton: a central site `0` bonded to three
outer sites, with hopping element `-1`. -/
def star4 : Matrix (Fin 4) (Fin 4) ℝ :=
  !![0, -1, -1, -1; -1, 0, 0, 0; -1, 0, 0, 0; -1, 0, 0, 0]

/-- The trimethylenemethane matrix is symmetric, and alternant with sign `1` at the centre and
`-1` at the outer sites. -/
theorem star4_witness : star4.IsHermitian ∧ IsAlternant star4 ![1, -1, -1, -1] := by
  refine ⟨?_, ?_, ?_⟩
  · ext i j
    fin_cases i <;> fin_cases j <;> simp [star4]
  · intro i
    fin_cases i <;> simp
  · ext i j
    rw [Matrix.mul_diagonal, Matrix.diagonal_mul]
    fin_cases i <;> fin_cases j <;> simp [star4]

/-- With only the negative levels of trimethylenemethane doubly filled, the central site holds
one electron and each outer site one third of an electron. -/
theorem star4_populations :
    2 * levelProjector star4_witness.1 (Set.Iio 0) 0 0 = 1 ∧
    ∀ i, i ≠ 0 → 2 * levelProjector star4_witness.1 (Set.Iio 0) i i = 1 / 3 := by
  -- the kernel projector, found by its action on eigenvectors
  have hK : levelProjector star4_witness.1 {0} =
      !![0, 0, 0, 0; 0, 2/3, -1/3, -1/3; 0, -1/3, 2/3, -1/3; 0, -1/3, -1/3, 2/3] := by
    refine eq_of_eigenvectors star4_witness.1 fun μ v hv => ?_
    rw [levelProjector_mulVec star4_witness.1 {0} hv]
    have h0 : -v 1 - v 2 - v 3 = μ * v 0 := by
      have h := congrFun hv 0
      simp [star4, Matrix.mulVec, dotProduct, Fin.sum_univ_four] at h
      linarith
    have h1 : -v 0 = μ * v 1 := by
      have h := congrFun hv 1
      simp [star4, Matrix.mulVec, dotProduct, Fin.sum_univ_four] at h
      linarith
    have h2 : -v 0 = μ * v 2 := by
      have h := congrFun hv 2
      simp [star4, Matrix.mulVec, dotProduct, Fin.sum_univ_four] at h
      linarith
    have h3 : -v 0 = μ * v 3 := by
      have h := congrFun hv 3
      simp [star4, Matrix.mulVec, dotProduct, Fin.sum_univ_four] at h
      linarith
    by_cases hμ : μ = 0
    · subst hμ
      ext i
      fin_cases i <;> simp [Matrix.mulVec, dotProduct, Fin.sum_univ_four] <;> linarith
    · have h12 : v 1 = v 2 := mul_left_cancel₀ hμ (h1.symm.trans h2)
      have h13 : v 1 = v 3 := mul_left_cancel₀ hμ (h1.symm.trans h3)
      ext i
      fin_cases i <;> simp [hμ, Matrix.mulVec, dotProduct, Fin.sum_univ_four] <;> linarith
  have hp := (cation_pairing star4_witness.1 star4_witness.2).1
  constructor
  · rw [hp 0, hK]
    simp
  · intro i hi
    rw [hp i, hK]
    fin_cases i
    · exact absurd rfl hi
    all_goals norm_num

end

end AlternantCationCharges
```

```lean
#print axioms AlternantCationCharges.levelProjector_orthogonal
#print axioms AlternantCationCharges.cation_pairing
#print axioms AlternantCationCharges.kernel_opposite_sites
#print axioms AlternantCationCharges.star4_populations
```

```
'AlternantCationCharges.levelProjector_orthogonal' depends on axioms: [propext, Classical.choice, Quot.sound]
'AlternantCationCharges.cation_pairing' depends on axioms: [propext, Classical.choice, Quot.sound]
'AlternantCationCharges.kernel_opposite_sites' depends on axioms: [propext, Classical.choice, Quot.sound]
'AlternantCationCharges.star4_populations' depends on axioms: [propext, Classical.choice, Quot.sound]
```

## Populations and same-sublattice bond orders

Let $H$ be a real symmetric matrix on a finite set of sites, and let $S$ be the diagonal matrix of site signs $s_i=\pm1$, with $SHS=-H$. Write $Q$ for the orthogonal projector on the negative levels. The theorem `cation_pairing` states that

$$2Q_{ii}=1-K_{ii},\qquad 2Q_{ij}=-K_{ij}\quad (i\neq j,\ s_i=s_j).$$

The kernel may have any dimension, including zero. By `kernel_opposite_sites`, $K_{ij}=0$ whenever $s_i\neq s_j$.

In Lean, `H.IsHermitian` means symmetric, since the entries are real, and `IsAlternant H s` holds the two conditions on the signs. The columns of `orbitals hH` are orthonormal eigenvectors $c_k$ with energies $\varepsilon_k$. For a set $I$ of energies, `levelProjector hH I` is

$$P_I=\sum_{k:\ \varepsilon_k\in I}c_kc_k^{T}.$$

Thus $Q$ is the case `Set.Iio 0` and $K$ the case `{0}`.

## The model behind the signs

Entry by entry, $SHS=-H$ reads $s_is_jH_{ij}=-H_{ij}$. Sites of equal sign are therefore not coupled, and every diagonal element vanishes: all sites have the same on-site energy, taken as the zero of energy. Hopping elements between the two sublattices may differ from bond to bond.

With two electrons in each negative level, $2Q$ is the spin-summed density matrix. Its diagonal holds the populations and its off-diagonal entries are the bond orders. Relative to one electron per site, the positive charge at site $i$ is $K_{ii}$, in units of the elementary charge.

The electrons are non-interacting and the basis is orthonormal. The filling is prescribed, and bond orders between sites of opposite sign are not determined by the theorem.

## Reflecting the spectrum

**Action on eigenvectors.** Suppose $Hv=\mu v$. Symmetry of $H$ gives

$$\varepsilon_k\,(c_k\cdot v)=(Hc_k)\cdot v=c_k\cdot(Hv)=\mu\,(c_k\cdot v),$$

so $v$ overlaps only with orbitals of energy $\mu$. Hence $P_Iv=v$ if $\mu\in I$, and $P_Iv=0$ otherwise. This is `levelProjector_mulVec`; `levelProjector_orthogonal` adds that $P_I$ is symmetric and idempotent.

Because the orbitals are complete, two matrices that agree on all eigenvectors are equal (`eq_of_eigenvectors`). The next two identities are both checked in this way.

**Mirror.** Since $S^2=1$, the condition $SHS=-H$ gives $HS=-SH$. If $Hv=\mu v$, then $H(Sv)=-\mu\,Sv$. So $SP_IS$ fixes $v$ when $-\mu\in I$ and annihilates it otherwise, which means

$$SP_IS=P_{-I},\qquad -I=\{x:-x\in I\}.$$

This is `levelProjector_mirror`. With $R$ the projector on the positive levels, it yields $SQS=R$ and $SKS=K$.

**Resolution.** Every energy is negative, zero or positive, so $Q+K+R=1$ (`levelProjector_resolution`).

**Entries.** The entry $(i,j)$ of $SQS=R$ is $s_is_jQ_{ij}=R_{ij}$. For equal signs $R_{ij}=Q_{ij}$, and the resolution becomes

$$2Q_{ij}+K_{ij}=\delta_{ij}.$$

This is the step `key` in `cation_pairing`, where `linarith` combines the two entrywise equations. Taking $i=j$ and $i\neq j$ gives the two claims. For opposite signs, $SKS=K$ reads $-K_{ij}=K_{ij}$, so $K_{ij}=0$.

## The trimethylenemethane dication

The matrix `star4` couples a central site 0 to three outer sites with hopping element $-1$. Its eigenvalue equations are

$$-(v_1+v_2+v_3)=\mu v_0,\qquad -v_0=\mu v_i\quad(i=1,2,3).$$

For $\mu=0$ they require $v_0=0$ and $v_1+v_2+v_3=0$, a two-dimensional kernel. For $\mu\neq0$ they force $v_1=v_2=v_3$. The matrix that vanishes in row and column 0 and has $2/3$ on the outer diagonal and $-1/3$ between distinct outer sites fixes the first kind of vector and annihilates the second, so it equals $K$. The proof of `star4_populations` makes the same case split on $\mu$.

The populations are therefore $1$ at the centre and $1-2/3=1/3$ at each outer site. They add up to two electrons on four sites, and the charge $+2$ sits entirely on the outer sites.
